# Conserving the total eta raising operator on two sites requires balanced pair hopping and pair interaction

When on-site attraction is strong, an even number of electrons on a pair of lattice sites binds into doublons at low energy, and each site is then either doubly occupied or empty. A doublon can hop to an empty neighbour, and two neighbouring doublons can repel or attract each other. Adding a doublon in a superposition over both sites brings both processes into play: the new pair can move, and it may also sit next to one that is already there. When does this addition leave the energy unchanged for every initial state of definite energy that it does not annihilate?

The two states of a site form a pseudospin, the eta pseudospin. Basis index 0 stands for a doublon and index 1 for an empty site. Singly occupied states are left out, so a site operator is a $2\times2$ complex matrix and a two-site operator is indexed by pairs $(i,j)$, with the first site first.

```lean
import Mathlib

open Matrix
open scoped Kronecker

namespace EtaPairHopping

noncomputable section

/-- One-site operators; index 0 is a doublon and index 1 an empty site. -/
abbrev Site := Matrix (Fin 2) (Fin 2) ℂ

/-- Operators on two sites. -/
abbrev TwoSite := Matrix (Fin 2 × Fin 2) (Fin 2 × Fin 2) ℂ
```

The Pauli matrices $X$, $Y$, $Z$ act on one site, so $Z$ is $+1$ on a doublon and $-1$ on an empty site.

```lean
/-- The Pauli matrix X. -/
def pauliX : Site := !![0, 1; 1, 0]

/-- The Pauli matrix Y. -/
def pauliY : Site := !![0, -Complex.I; Complex.I, 0]

/-- The Pauli matrix Z. -/
def pauliZ : Site := !![1, 0; 0, -1]
```

Write $\eta^+$ for `raise`, which turns an empty site into a doublon, $\eta^-$ for `lower`, which does the reverse, and $n$ for `num`, the doublon number.

```lean
/-- Creation of a doublon on an empty site. -/
def raise : Site := !![0, 1; 0, 0]

/-- Removal of a doublon from a site. -/
def lower : Site := !![0, 0; 1, 0]

/-- The doublon number on a site. -/
def num : Site := !![1, 0; 0, 0]
```

With real couplings $J$ (transverse) and $D$ (longitudinal), the Hamiltonian is
$$H = J(X\otimes X+Y\otimes Y)+D\,Z\otimes Z .$$
A real uniform field $h$ adds $h(Z\otimes1+1\otimes Z)$, which acts as a chemical potential for doublons; call the sum $H_h$.

```lean
/-- The two-site pseudospin Hamiltonian with transverse coupling `J` and longitudinal
coupling `D`. -/
def pairH (J D : ℝ) : TwoSite :=
  (J : ℂ) • (pauliX ⊗ₖ pauliX + pauliY ⊗ₖ pauliY) + (D : ℂ) • (pauliZ ⊗ₖ pauliZ)

/-- The pseudospin Hamiltonian in a uniform field `h` along Z. -/
def fieldH (J D h : ℝ) : TwoSite :=
  pairH J D + (h : ℂ) • (pauliZ ⊗ₖ (1 : Site) + (1 : Site) ⊗ₖ pauliZ)
```

The two-site raising operator has a complex relative amplitude $c$ on the second site,
$$\eta_c=\eta^+\otimes1+c\,(1\otimes\eta^+),$$
and the total raising operator is $\eta_1$. Pair operators on different sites commute, so the Kronecker product needs no fermionic sign; reversing the sign convention for the doublon state on one site reverses the signs of both $c$ and the transverse coupling $J$.

```lean
/-- The two-site raising operator with relative amplitude `c` on the second site. -/
def etaPlus (c : ℂ) : TwoSite :=
  raise ⊗ₖ (1 : Site) + c • ((1 : Site) ⊗ₖ raise)
```

## (a) The transverse coupling as pair hopping

**Task.** Show that the transverse coupling moves a doublon from one site to the other:
$$X\otimes X+Y\otimes Y=2\,(\eta^+\otimes\eta^-+\eta^-\otimes\eta^+).$$

**Solution.** From the matrices, $X=\eta^++\eta^-$ and $Y=-i(\eta^+-\eta^-)$. Hence
$$X\otimes X=\eta^+\otimes\eta^++\eta^+\otimes\eta^-+\eta^-\otimes\eta^++\eta^-\otimes\eta^-,$$
$$Y\otimes Y=-\eta^+\otimes\eta^++\eta^+\otimes\eta^-+\eta^-\otimes\eta^+-\eta^-\otimes\eta^-.$$
In the sum, the terms that create or remove two doublons cancel, and the two hopping terms double.

The Lean proof compares matrix elements instead: `ext` and `fin_cases` reduce the identity to sixteen numerical equations, which `simp` and `norm_num` settle.

```lean
/-- The transverse pseudospin coupling is twice the operator that moves a doublon
between the two sites. -/
theorem transverse_eq_hopping :
    pauliX ⊗ₖ pauliX + pauliY ⊗ₖ pauliY
      = (2 : ℂ) • (raise ⊗ₖ lower + lower ⊗ₖ raise) := by
  ext ⟨i, j⟩ ⟨k, l⟩
  fin_cases i <;> fin_cases j <;> fin_cases k <;> fin_cases l <;>
    simp [pauliX, pauliY, raise, lower] <;> norm_num
```

## (b) The Hamiltonian in doublon language

**Task.** Find the hopping amplitude and the interaction between neighbouring doublons by showing
$$H=2J(\eta^+\otimes\eta^-+\eta^-\otimes\eta^+)+4D\,n\otimes n-2D(n\otimes1+1\otimes n)+D\,(1\otimes1).$$

**Solution.** Part (a) supplies the first term. For the rest, $Z=2n-1$ gives
$$Z\otimes Z=(2n-1)\otimes(2n-1)=4\,n\otimes n-2(n\otimes1+1\otimes n)+1\otimes1,$$
and multiplication by $D$ completes the formula. The hopping amplitude is $2J$ and the intersite interaction is $4D$, repulsive for $D>0$.

These factors matter when couplings are read from a program's input. A model with hopping term $t_p(\eta^+\otimes\eta^-+\eta^-\otimes\eta^+)$ and interaction $V\,n\otimes n$ has $J=t_p/2$ and $D=V/4$. If it has no one-site terms, it also contains a field $h=V/4$, up to a constant energy. When a program writes the hopping term with a minus sign, $t_p$ is minus the number in its input.

The Lean proof rewrites with part (a) and then checks the remaining identity entry by entry, with `ring` handling the symbols $J$ and $D$.

```lean
/-- In doublon language the Hamiltonian has hopping amplitude `2J` and intersite
interaction `4D`, together with one-site terms and a constant. -/
theorem pairH_eq_doublon (J D : ℝ) :
    pairH J D = (2 * J : ℂ) • (raise ⊗ₖ lower + lower ⊗ₖ raise)
      + (4 * D : ℂ) • (num ⊗ₖ num)
      - (2 * D : ℂ) • (num ⊗ₖ (1 : Site) + (1 : Site) ⊗ₖ num)
      + (D : ℂ) • ((1 : Site) ⊗ₖ (1 : Site)) := by
  unfold pairH
  rw [transverse_eq_hopping]
  ext ⟨i, j⟩ ⟨k, l⟩
  fin_cases i <;> fin_cases j <;> fin_cases k <;> fin_cases l <;>
    simp [pauliZ, raise, lower, num] <;> ring
```

## (c) What the commutator leaves behind

**Task.** Compute the commutator with the raising operator in closed form:
$$[H_h,\eta_c]=2(D-cJ)\,\eta^+\otimes Z+2(cD-J)\,Z\otimes\eta^++2h\,\eta_c .$$

**Solution.** Two one-site commutators are enough. Since $Z\eta^+=\eta^+$ and $\eta^+Z=-\eta^+$, we have $[Z,\eta^+]=2\eta^+$. Since $\eta^+\eta^-=n$ and $\eta^-\eta^+=1-n$, we have $[\eta^-,\eta^+]=1-2n=-Z$.

Let $T=\eta^+\otimes\eta^-+\eta^-\otimes\eta^+$. Then
$$[T,\eta^+\otimes1]=-Z\otimes\eta^+,\qquad [T,1\otimes\eta^+]=-\eta^+\otimes Z,$$
so the hopping term $2JT$ contributes $-2J\,Z\otimes\eta^+-2cJ\,\eta^+\otimes Z$. For the longitudinal term,
$$[Z\otimes Z,\eta^+\otimes1]=2\,\eta^+\otimes Z,\qquad [Z\otimes Z,1\otimes\eta^+]=2\,Z\otimes\eta^+,$$
which contributes $2D\,\eta^+\otimes Z+2cD\,Z\otimes\eta^+$. The field contributes $2h\,\eta^+\otimes1+2hc\,(1\otimes\eta^+)=2h\,\eta_c$. Collecting like terms gives the target.

The first two terms are the obstruction: each creates a doublon on one site with a sign that depends on whether the other site holds a doublon or is empty. In a numerical check with $h=0$ and $c=1$, the dense $4\times4$ commutator has four entries that can be nonzero, each of magnitude $2|D-J|$. Its largest entry therefore measures the mismatch directly.

The Lean statement writes the commutator as a difference of products. The proof again compares sixteen matrix elements, now expanding each product as a sum over the four intermediate basis states.

```lean
/-- The commutator of the Hamiltonian with the raising operator is a field term plus two
terms in which a doublon is created on one site next to a Z on the other. -/
theorem commutator_etaPlus (J D h : ℝ) (c : ℂ) :
    fieldH J D h * etaPlus c - etaPlus c * fieldH J D h
      = (2 * (D - c * J) : ℂ) • (raise ⊗ₖ pauliZ)
        + (2 * (c * D - J) : ℂ) • (pauliZ ⊗ₖ raise)
        + (2 * h : ℂ) • etaPlus c := by
  unfold fieldH pairH etaPlus
  rw [transverse_eq_hopping]
  -- compare the sixteen matrix elements
  ext ⟨i, j⟩ ⟨k, l⟩
  fin_cases i <;> fin_cases j <;> fin_cases k <;> fin_cases l <;>
    simp [pauliZ, raise, lower, Matrix.mul_apply, Fintype.sum_prod_type,
      Fin.sum_univ_two, Matrix.one_apply] <;> ring
```

## (d) Equal energy steps in a field

**Task.** A field need not spoil the structure if each added doublon costs the same energy $\omega$. Show that, for complex $c$ and $\omega$,
$$[H_h,\eta_c]=\omega\,\eta_c\iff \omega=2h,\quad D=cJ,\quad J=cD .$$

**Solution.** Use part (c) and read off three matrix elements, each labelled by its final and initial states.

- From $(1,0)$ to $(0,0)$, a doublon is added on the first site beside a doublon: $2(D-cJ)+2h=\omega$.
- From $(1,1)$ to $(0,1)$, a doublon is added on the first site beside an empty site: $-2(D-cJ)+2h=\omega$.
- From $(0,1)$ to $(0,0)$, a doublon is added on the second site beside a doublon: $2(cD-J)+2hc=\omega c$.

Adding the first two equations gives $\omega=2h$, and subtracting them gives $D=cJ$. With $\omega=2h$, the third reduces to $J=cD$. Conversely, these conditions remove both obstruction terms in part (c), and what remains is $2h\,\eta_c=\omega\,\eta_c$.

When the relation holds, applying $\eta_c$ to an eigenstate of energy $E$ gives either zero or an eigenstate of energy $E+\omega$. In an exact diagonalisation of this two-site model, states linked in this way appear as levels a distance $2|h|$ apart, which coincide when $h=0$.

In the Lean proof, `e1`, `e2` and `e3` are the three equations in the order listed. They are extracted from the matrix equality with `congrFun` and combined by `linear_combination`. The converse shows that the two obstruction coefficients vanish.

```lean
/-- The raising operator is a ladder operator of step `ω` exactly when `ω` is twice the
field and the two couplings are matched through the relative amplitude `c`. -/
theorem ladder_iff (J D h : ℝ) (c ω : ℂ) :
    fieldH J D h * etaPlus c - etaPlus c * fieldH J D h = ω • etaPlus c
      ↔ ω = 2 * (h : ℂ) ∧ (D : ℂ) = c * J ∧ (J : ℂ) = c * D := by
  rw [commutator_etaPlus]
  constructor
  · intro H
    -- three matrix elements: a doublon is added beside a doublon or an empty site
    have e1 : 2 * ((D : ℂ) - c * J) + 2 * h = ω := by
      have := congrFun (congrFun H (0, 0)) (1, 0)
      simpa [etaPlus, raise, pauliZ, Matrix.one_apply] using this
    have e2 : -(2 * ((D : ℂ) - c * J)) + 2 * h = ω := by
      have := congrFun (congrFun H (0, 1)) (1, 1)
      simpa [etaPlus, raise, pauliZ, Matrix.one_apply] using this
    have e3 : 2 * (c * (D : ℂ) - J) + 2 * h * c = ω * c := by
      have := congrFun (congrFun H (0, 0)) (0, 1)
      simpa [etaPlus, raise, pauliZ, Matrix.one_apply] using this
    have hω : ω = 2 * (h : ℂ) := by linear_combination -(e1 + e2) / 2
    refine ⟨hω, ?_, ?_⟩
    · linear_combination (e1 - e2) / 4
    · linear_combination -e3 / 2 - c / 2 * hω
  · rintro ⟨hω, hD, hJ⟩
    have h1 : 2 * ((D : ℂ) - c * J) = 0 := by linear_combination 2 * hD
    have h2 : 2 * (c * (D : ℂ) - J) = 0 := by linear_combination -2 * hJ
    rw [h1, h2, hω, zero_smul, zero_smul, zero_add, zero_add]
```

## (e) Conservation without a field

**Task.** Show that in zero field the raising operator commutes with the Hamiltonian under two matching conditions:
$$H\eta_c=\eta_cH\iff D=cJ\ \text{ and }\ J=cD .$$

**Solution.** Set $h=0$ and $\omega=0$ in part (d). The left side becomes $[H,\eta_c]=0$, which is the same as $H\eta_c=\eta_cH$. On the right, $\omega=2h$ becomes $0=0$ and drops out.

The Lean proof makes the same specialisation: `h0` identifies the zero-field Hamiltonian with `pairH`, and `sub_eq_zero` turns a vanishing difference into an equality of products.

```lean
/-- Without a field, the raising operator with relative amplitude `c` is conserved exactly
when each coupling is `c` times the other. -/
theorem commute_iff (J D : ℝ) (c : ℂ) :
    pairH J D * etaPlus c = etaPlus c * pairH J D
      ↔ (D : ℂ) = c * J ∧ (J : ℂ) = c * D := by
  have key := ladder_iff J D 0 c 0
  have h0 : fieldH J D 0 = pairH J D := by simp [fieldH]
  rw [h0, zero_smul, sub_eq_zero] at key
  rw [key]
  simp
```

## (f) The total raising operator

**Task.** Answer the opening question for a doublon added with equal amplitude on both sites:
$$H\eta_1=\eta_1H\iff J=D .$$

**Solution.** With $c=1$, the conditions in part (e) are $D=J$ and $J=D$, which are the same equation.

By part (b), the hopping amplitude is then $2J$ and the interaction $4J$, so balance means an interaction twice the hopping amplitude, signs included. The Hamiltonian is $J(X\otimes X+Y\otimes Y+Z\otimes Z)$, the isotropic Heisenberg coupling of two pseudospins. For the model in part (b) with parameters $t_p$ and $V$ and no one-site terms, the corresponding test is $V=2t_p$. The commutator to expect is then $(V/2)\,\eta_1$ and not zero, because of the field $h=V/4$.

In Lean the couplings are real numbers embedded in the complex numbers. `Complex.ofReal_injective` brings the equality back to the reals.

```lean
/-- The Hamiltonian commutes with the total raising operator exactly when the transverse
and longitudinal couplings are equal. -/
theorem commute_total_iff (J D : ℝ) :
    pairH J D * etaPlus 1 = etaPlus 1 * pairH J D ↔ J = D := by
  rw [commute_iff]
  constructor
  · rintro ⟨-, h⟩
    rw [one_mul] at h
    exact Complex.ofReal_injective h
  · rintro rfl
    exact ⟨(one_mul _).symm, (one_mul _).symm⟩
```

## (g) Which relative amplitudes are possible

**Task.** Suppose that at least one of $J$ and $D$ is nonzero. Find every complex $c$ for which $\eta_c$ is conserved:
$$H\eta_c=\eta_cH\iff (c=1,\ J=D)\ \text{ or }\ (c=-1,\ J=-D).$$

**Solution.** Apply the matching conditions of part (e) twice:
$$J=cD=c^2J,\qquad D=cJ=c^2D .$$
Whichever coupling is nonzero can be divided out, leaving $c^2=1$, that is, $(c-1)(c+1)=0$. If $c=1$, then $J=cD$ reads $J=D$; if $c=-1$, it reads $J=-D$. Conversely, each pair of values satisfies both conditions in part (e). The hypothesis on the couplings excludes $H=0$, which commutes with $\eta_c$ for every $c$.

The staggered case occurs in an actual electronic-structure model. For the strongly attractive Hubbard dimer with real electron hopping $t\neq0$ and interaction energy $-|U|$ on each doubly occupied site, and with doublons created by the same ordered pair of electron operators on both sites, second-order perturbation theory in the space of doublons and empty sites gives pair hopping $-2t^2/|U|$ and doublon repulsion $4t^2/|U|$. Hence $J=-t^2/|U|$ and $D=t^2/|U|$. The second-order one-site terms are those of part (b), so they add no field. The energy $-|U|$ of each doublon, however, is a field $h=-|U|/2$, up to a constant. A code that tests this effective Hamiltonian for eta symmetry should therefore use $c=-1$ and expect the commutator $-|U|\,\eta_{-1}$, or zero if the energy $-|U|$ per doublon has been subtracted.

The Lean proof obtains `hc`, the factored equation for $c$, by treating the cases $J\neq0$ and $D\neq0$ separately and cancelling the nonzero coupling. `mul_eq_zero` then splits the product into the two values of $c$.

```lean
/-- For a nonzero coupling, a conserved raising operator is either uniform with `J = D` or
staggered with `J = -D`. -/
theorem conserved_classification (J D : ℝ) (c : ℂ) (hne : J ≠ 0 ∨ D ≠ 0) :
    pairH J D * etaPlus c = etaPlus c * pairH J D
      ↔ (c = 1 ∧ J = D) ∨ (c = -1 ∧ J = -D) := by
  rw [commute_iff]
  constructor
  · rintro ⟨hD, hJ⟩
    -- applying the matching condition twice forces c² = 1
    have hc : (c - 1) * (c + 1) = 0 := by
      rcases hne with h | h
      · have h' : (J : ℂ) ≠ 0 := Complex.ofReal_ne_zero.mpr h
        apply mul_right_cancel₀ h'
        linear_combination -hJ - c * hD
      · have h' : (D : ℂ) ≠ 0 := Complex.ofReal_ne_zero.mpr h
        apply mul_right_cancel₀ h'
        linear_combination -hD - c * hJ
    rcases mul_eq_zero.mp hc with h | h
    · have h1 : c = 1 := by linear_combination h
      refine Or.inl ⟨h1, Complex.ofReal_injective ?_⟩
      rw [hJ, h1, one_mul]
    · have h1 : c = -1 := by linear_combination h
      refine Or.inr ⟨h1, Complex.ofReal_injective ?_⟩
      rw [hJ, h1, Complex.ofReal_neg, neg_one_mul]
  · rintro (⟨rfl, rfl⟩ | ⟨rfl, rfl⟩)
    · simp
    · simp

end

end EtaPairHopping
```

```lean
#print axioms EtaPairHopping.pairH_eq_doublon
#print axioms EtaPairHopping.commute_total_iff
#print axioms EtaPairHopping.conserved_classification
```

```
'EtaPairHopping.pairH_eq_doublon' depends on axioms: [propext, Classical.choice, Quot.sound]
'EtaPairHopping.commute_total_iff' depends on axioms: [propext, Classical.choice, Quot.sound]
'EtaPairHopping.conserved_classification' depends on axioms: [propext, Classical.choice, Quot.sound]
```
